# For independent modes with transmission $l_i/(l_i+L)$, resistance is concave in length and straight-line extrapolation never underestimates contact resistance

A conductor has $N\ge 1$ modes in parallel. Mode $i$ has a mean free path $l_i>0$ for backscattering, and a channel of length $L\ge 0$ transmits it with probability $l_i/(l_i+L)$. Resistances are in units of the resistance of one ballistic mode. "Contact resistance" means the ballistic value $R(0)$, without any additional interface resistance.

In Lean 4 with Mathlib:

```lean
import Mathlib

open Filter Topology

namespace BallisticDiffusiveCrossover

noncomputable section

variable {ι : Type*} [Fintype ι]
```

The type `ι` is the finite set of mode labels.

```lean
/-- Conductance of a channel of length `L`, in units of the conductance of one ballistic mode:
the sum of the transmissions `l i / (l i + L)`, for mean free paths `l i > 0` and `L ≥ 0`. -/
def conductance (l : ι → ℝ) (L : ℝ) : ℝ := ∑ i, l i / (l i + L)
```

The conductance is $G(L)=\sum_i l_i/(l_i+L)$. This assumes linear response, modes and transmissions that do not vary with energy over the thermal window (as at low temperature), no scattering between modes, no phase-coherent interference, and mean free paths independent of $L$.

```lean
/-- Resistance of the channel, the reciprocal of its conductance, for at least one mode,
`l i > 0` and `L ≥ 0`. -/
def resistance (l : ι → ℝ) (L : ℝ) : ℝ := 1 / conductance l L
```

The resistance is $R(L)=1/G(L)$.

```lean
/-- Sum of the mean free paths of all modes. -/
def totalMfp (l : ι → ℝ) : ℝ := ∑ i, l i
```

Write $S=\sum_i l_i$ for this sum.

```lean
/-- The sum of the squared mean free paths divided by the square of their sum,
`∑ l i ^ 2 / (∑ l i) ^ 2`, for a nonzero sum of mean free paths. -/
def extrapolatedContact (l : ι → ℝ) : ℝ := (∑ i, l i ^ 2) / totalMfp l ^ 2
```

Write $C=\sum_i l_i^2/S^2$. This will turn out to be the intercept of the long-channel line, which generally differs from $R(0)$.

```lean
/-- Power dissipated when mode `i` carries the current `w i` through the resistance
`1 + L / l i`, for mean free paths `l i > 0`. -/
def dissipation (l w : ι → ℝ) (L : ℝ) : ℝ := ∑ i, w i ^ 2 * (1 + L / l i)
```

If mode $i$ carries current $w_i$, the dissipated power is $D(w,L)=\sum_i w_i^2(1+L/l_i)$.

```lean
/-- Current in mode `i` when a unit current divides in proportion to the transmissions,
for `l i > 0` and `L ≥ 0`. -/
def modeCurrent (l : ι → ℝ) (L : ℝ) (i : ι) : ℝ := resistance l L * (l i / (l i + L))
```

This is the division of unit current in proportion to transmission, $w_i=R(L)\,l_i/(l_i+L)$.

## Least dissipation gives concavity

```lean
/-- For a mean free path `a > 0` and a length `L ≥ 0`, the resistance `1 + L / a` of a mode is
the reciprocal of its transmission `a / (a + L)`. -/
theorem mode_resistance_mul_transmission {a L : ℝ} (ha : 0 < a) (hL : 0 ≤ L) :
    (1 + L / a) * (a / (a + L)) = 1 := by
  have h1 : a ≠ 0 := ha.ne'
  have h2 : a + L ≠ 0 := by positivity
  field_simp
```

With $r_i=1+L/l_i$ and $T_i=l_i/(l_i+L)$, this says $r_iT_i=1$. The hypotheses `ha` and `hL` keep the denominators nonzero, and `field_simp` clears them.

```lean
/-- Thomson's principle: for positive mean free paths and `L ≥ 0`, no division of a unit current
among the modes dissipates less than the resistance of the channel. -/
theorem resistance_le_dissipation [Nonempty ι] {l w : ι → ℝ} (hl : ∀ i, 0 < l i)
    (hw : ∑ i, w i = 1) {L : ℝ} (hL : 0 ≤ L) :
    resistance l L ≤ dissipation l w L := by
  have hG : 0 < conductance l L :=
    Finset.sum_pos (fun i _ => div_pos (hl i) (by linarith [hl i])) Finset.univ_nonempty
  -- Cauchy-Schwarz, with each current split between resistance and transmission
  have hcs : (∑ i, w i) ^ 2 ≤ (∑ i, w i ^ 2 * (1 + L / l i)) * ∑ i, l i / (l i + L) := by
    apply Finset.sum_sq_le_sum_mul_sum_of_sq_le_mul
    · intro i _
      have := hl i
      positivity
    · intro i _
      have := hl i
      positivity
    · intro i _
      rw [mul_assoc, mode_resistance_mul_transmission (hl i) hL, mul_one]
  rw [hw, one_pow] at hcs
  unfold resistance
  rw [div_le_iff₀ hG]
  exact hcs
```

This is Thomson's principle for the special case of resistors in parallel. `[Nonempty ι]` says that there is at least one mode, and `hl` that every mean free path is positive. For $\sum_i w_i=1$, Cauchy-Schwarz gives

$$1=\Big(\sum_i w_i\Big)^2\le\Big(\sum_i w_i^2r_i\Big)\Big(\sum_i T_i\Big)=D(w,L)\,G(L).$$

Dividing by $G>0$ gives $R\le D$. In the code, `hcs` is the inequality and `div_le_iff₀` the division.

```lean
/-- For positive mean free paths and `L ≥ 0`, the currents proportional to the transmissions add
up to one and dissipate exactly the resistance of the channel. -/
theorem dissipation_modeCurrent [Nonempty ι] {l : ι → ℝ} (hl : ∀ i, 0 < l i)
    {L : ℝ} (hL : 0 ≤ L) :
    ∑ i, modeCurrent l L i = 1 ∧ dissipation l (modeCurrent l L) L = resistance l L := by
  have hG : 0 < conductance l L :=
    Finset.sum_pos (fun i _ => div_pos (hl i) (by linarith [hl i])) Finset.univ_nonempty
  have hsum : ∑ i, modeCurrent l L i = 1 := by
    unfold modeCurrent
    rw [← Finset.mul_sum]
    exact one_div_mul_cancel hG.ne'
  refine ⟨hsum, ?_⟩
  have hterm : ∀ i, modeCurrent l L i ^ 2 * (1 + L / l i)
      = resistance l L * modeCurrent l L i := by
    intro i
    have h := mode_resistance_mul_transmission (hl i) hL
    unfold modeCurrent
    linear_combination (resistance l L ^ 2 * (l i / (l i + L))) * h
  unfold dissipation
  rw [Finset.sum_congr rfl (fun i _ => hterm i), ← Finset.mul_sum, hsum, mul_one]
```

The bound is attained. For $w_i=RT_i$ the sum is $RG=1$, and $w_i^2r_i=R^2T_i^2r_i=Rw_i$, which sums to $R$. These steps are `hsum` and `hterm`.

```lean
/-- For positive mean free paths the resistance is a concave function of the length `L ≥ 0`. -/
theorem resistance_concave [Nonempty ι] {l : ι → ℝ} (hl : ∀ i, 0 < l i) :
    ConcaveOn ℝ (Set.Ici 0) (resistance l) := by
  refine ⟨convex_Ici 0, fun x hx y hy a b ha hb hab => ?_⟩
  have hx' : 0 ≤ x := hx
  have hy' : 0 ≤ y := hy
  simp only [smul_eq_mul]
  have hz : 0 ≤ a * x + b * y := by positivity
  obtain ⟨hw, hD⟩ := dissipation_modeCurrent hl hz
  -- at fixed currents the dissipation is affine in the length
  have haff : ∀ w : ι → ℝ, dissipation l w (a * x + b * y)
      = a * dissipation l w x + b * dissipation l w y := by
    intro w
    unfold dissipation
    rw [Finset.mul_sum, Finset.mul_sum, ← Finset.sum_add_distrib]
    refine Finset.sum_congr rfl fun i _ => ?_
    linear_combination (-(w i) ^ 2) * hab
  rw [haff] at hD
  have h1 := mul_le_mul_of_nonneg_left (resistance_le_dissipation hl hw hx') ha
  have h2 := mul_le_mul_of_nonneg_left (resistance_le_dissipation hl hw hy') hb
  linarith
```

`Set.Ici 0` is the half-line $L\ge0$. Take $z=ax+by$ with $a,b\ge0$ and $a+b=1$, and let $w$ be the optimal division at $z$. At fixed $w$ the dissipation is affine in length (`haff`), so

$$R(z)=D(w,z)=aD(w,x)+bD(w,y)\ge aR(x)+bR(y).$$

The last step uses the bound at $x$ and $y$ (`h1`, `h2`).

## The long-channel line

```lean
/-- For positive mean free paths and every `L ≥ 0`, the resistance is at most the straight line
`L / ∑ l i + ∑ l i ^ 2 / (∑ l i) ^ 2`. -/
theorem resistance_le_asymptote [Nonempty ι] {l : ι → ℝ} (hl : ∀ i, 0 < l i)
    {L : ℝ} (hL : 0 ≤ L) :
    resistance l L ≤ L / totalMfp l + extrapolatedContact l := by
  have hS : 0 < totalMfp l := Finset.sum_pos (fun i _ => hl i) Finset.univ_nonempty
  have hsum : ∑ i, l i = totalMfp l := rfl
  -- divide the current in proportion to the mean free paths
  have hw : ∑ i, l i / totalMfp l = 1 := by
    rw [← Finset.sum_div, hsum, div_self hS.ne']
  have hterm : ∀ i, (l i / totalMfp l) ^ 2 * (1 + L / l i)
      = l i ^ 2 / totalMfp l ^ 2 + L / totalMfp l ^ 2 * l i := by
    intro i
    have h : L / l i * l i = L := div_mul_cancel₀ _ (hl i).ne'
    generalize L / l i = q at h ⊢
    linear_combination (l i / totalMfp l ^ 2) * h
  have hlast : L / totalMfp l ^ 2 * totalMfp l = L / totalMfp l := by
    have := hS.ne'
    field_simp
  have h := resistance_le_dissipation hl hw hL
  unfold dissipation at h
  rw [Finset.sum_congr rfl (fun i _ => hterm i), Finset.sum_add_distrib, ← Finset.sum_div,
    ← Finset.mul_sum, hsum, hlast] at h
  unfold extrapolatedContact
  linarith
```

Now choose $w_i=l_i/S$. Then

$$R(L)\le\sum_i\frac{l_i^2}{S^2}\Big(1+\frac{L}{l_i}\Big)=C+\frac{L}{S}.$$

`hterm` expands each term, and `hlast` simplifies the part linear in $L$.

```lean
/-- For positive mean free paths, the resistance minus its diffusive part `L / ∑ l i` tends to
`∑ l i ^ 2 / (∑ l i) ^ 2` in the limit of a long channel. -/
theorem tendsto_resistance_sub_diffusive [Nonempty ι] {l : ι → ℝ} (hl : ∀ i, 0 < l i) :
    Tendsto (fun L => resistance l L - L / totalMfp l) atTop (𝓝 (extrapolatedContact l)) := by
  have hS : 0 < totalMfp l := Finset.sum_pos (fun i _ => hl i) Finset.univ_nonempty
  have hq : ∀ i, Tendsto (fun L : ℝ => L / (l i + L)) atTop (𝓝 1) := by
    intro i
    have h0 : Tendsto (fun L : ℝ => l i / (l i + L)) atTop (𝓝 0) :=
      (tendsto_atTop_add_const_left atTop (l i) tendsto_id).const_div_atTop (l i)
    have h1 : Tendsto (fun L : ℝ => 1 - l i / (l i + L)) atTop (𝓝 1) := by
      simpa using h0.const_sub 1
    refine h1.congr' ?_
    filter_upwards [eventually_gt_atTop (0 : ℝ)] with L hL
    have hne : l i + L ≠ 0 := by linarith [hl i]
    rw [eq_div_iff hne, sub_mul, div_mul_cancel₀ _ hne]
    ring
  have hA : Tendsto (fun L : ℝ => ∑ i, l i ^ 2 * (L / (l i + L))) atTop
      (𝓝 (∑ i, l i ^ 2 * 1)) :=
    tendsto_finsetSum _ fun i _ => (hq i).const_mul _
  have hB : Tendsto (fun L : ℝ => ∑ i, l i * (L / (l i + L))) atTop (𝓝 (∑ i, l i * 1)) :=
    tendsto_finsetSum _ fun i _ => (hq i).const_mul _
  simp only [mul_one] at hA hB
  have hlim := hA.div (hB.const_mul (totalMfp l)) (mul_pos hS hS).ne'
  have hval : extrapolatedContact l = (∑ i, l i ^ 2) / (totalMfp l * ∑ i, l i) := by
    unfold extrapolatedContact
    rw [sq (totalMfp l)]
    rfl
  rw [hval]
  refine hlim.congr' ?_
  filter_upwards [eventually_gt_atTop (0 : ℝ)] with L hL
  have hG : 0 < conductance l L :=
    Finset.sum_pos (fun i _ => div_pos (hl i) (by linarith [hl i])) Finset.univ_nonempty
  have eB : ∑ i, l i * (L / (l i + L)) = L * conductance l L := by
    unfold conductance
    rw [Finset.mul_sum]
    exact Finset.sum_congr rfl fun i _ => by ring
  have eA : ∑ i, l i ^ 2 * (L / (l i + L)) = L * (totalMfp l - L * conductance l L) := by
    rw [← eB]
    unfold totalMfp
    rw [← Finset.sum_sub_distrib, Finset.mul_sum]
    refine Finset.sum_congr rfl fun i _ => ?_
    have hne : l i + L ≠ 0 := by linarith [hl i]
    have h : L / (l i + L) * (l i + L) = L := div_mul_cancel₀ _ hne
    generalize L / (l i + L) = q at h ⊢
    linear_combination l i * h
  simp only [Pi.div_apply]
  rw [eA, eB]
  unfold resistance
  have h1 := hS.ne'
  have h2 := hG.ne'
  have h3 := hL.ne'
  rw [div_sub_div _ _ h2 h1, div_eq_div_iff (by positivity) (by positivity)]
  ring
```

`Tendsto … atTop (𝓝 …)` is the limit $L\to\infty$. For $L>0$,

$$R-\frac LS=\frac{S-LG}{SG}=\frac{\sum_i l_i^2\,\frac{L}{l_i+L}}{S\sum_i l_i\,\frac{L}{l_i+L}}.$$

The second equality multiplies top and bottom by $L$ and uses $S-LG=\sum_i l_i^2/(l_i+L)$. Each $L/(l_i+L)$ tends to 1 (`hq`), so the quotient tends to $\sum_i l_i^2/S^2=C$. `eA` and `eB` identify the two sums, and `congr'` transfers the limit.

## The intercept against the ballistic value

```lean
/-- For positive mean free paths, `∑ l i ^ 2 / (∑ l i) ^ 2` exceeds `1 / N` by the summed squared
deviations of the shares `l i / ∑ l i` from `1 / N`, where `N` is the number of modes. -/
theorem contact_excess [Nonempty ι] {l : ι → ℝ} (hl : ∀ i, 0 < l i) :
    extrapolatedContact l - 1 / (Fintype.card ι : ℝ)
      = ∑ i, (l i / totalMfp l - 1 / (Fintype.card ι : ℝ)) ^ 2 := by
  have hS : 0 < totalMfp l := Finset.sum_pos (fun i _ => hl i) Finset.univ_nonempty
  have hN : (Fintype.card ι : ℝ) ≠ 0 := Nat.cast_ne_zero.mpr Fintype.card_ne_zero
  have hsum : ∑ i, l i = totalMfp l := rfl
  have hterm : ∀ i, (l i / totalMfp l - 1 / (Fintype.card ι : ℝ)) ^ 2
      = l i ^ 2 / totalMfp l ^ 2 - 2 / (Fintype.card ι : ℝ) / totalMfp l * l i
        + ((Fintype.card ι : ℝ)⁻¹) ^ 2 := by
    intro i
    ring
  have e2 : (Fintype.card ι : ℝ) * ((Fintype.card ι : ℝ)⁻¹) ^ 2 = 1 / (Fintype.card ι : ℝ) := by
    field_simp
  rw [Finset.sum_congr rfl (fun i _ => hterm i), Finset.sum_add_distrib,
    Finset.sum_sub_distrib, ← Finset.sum_div, ← Finset.mul_sum, hsum, Finset.sum_const,
    Finset.card_univ, nsmul_eq_mul, e2, div_mul_cancel₀ _ hS.ne']
  unfold extrapolatedContact
  ring
```

`Fintype.card ι` is $N$. The shares $p_i=l_i/S$ sum to one, so

$$\sum_i\Big(p_i-\frac1N\Big)^2=\sum_i p_i^2-\frac2N+\frac1N=C-\frac1N.$$

```lean
/-- For `N ≥ 1` modes with positive mean free paths, the resistance is concave in `L ≥ 0`, its
long-channel asymptote has the intercept `∑ l i ^ 2 / (∑ l i) ^ 2`, and this intercept is at
least the true contact resistance `R(0) = 1 / N`. -/
theorem ballistic_diffusive_crossover [Nonempty ι] {l : ι → ℝ} (hl : ∀ i, 0 < l i) :
    ConcaveOn ℝ (Set.Ici 0) (resistance l) ∧
    Tendsto (fun L => resistance l L - L / totalMfp l) atTop (𝓝 (extrapolatedContact l)) ∧
    resistance l 0 = 1 / (Fintype.card ι : ℝ) ∧
    resistance l 0 ≤ extrapolatedContact l := by
  have h0 : resistance l 0 = 1 / (Fintype.card ι : ℝ) := by
    have h : ∀ i, l i / (l i + 0) = 1 := fun i => by rw [add_zero, div_self (hl i).ne']
    simp only [resistance, conductance, h, Finset.sum_const, Finset.card_univ, nsmul_eq_mul,
      mul_one]
  refine ⟨resistance_concave hl, tendsto_resistance_sub_diffusive hl, h0, ?_⟩
  have hnn : 0 ≤ ∑ i, (l i / totalMfp l - 1 / (Fintype.card ι : ℝ)) ^ 2 :=
    Finset.sum_nonneg fun i _ => sq_nonneg _
  rw [h0]
  linarith [contact_excess hl]
```

The four parts joined by `∧` are concavity, the limit, $R(0)=1/N$ and $R(0)\le C$. At $L=0$ every transmission is 1, which gives the third. The fourth holds because a sum of squares is nonnegative.

```lean
/-- For positive mean free paths, the long-channel intercept equals `1 / N` exactly when all
modes have the same mean free path. -/
theorem contact_exact_iff [Nonempty ι] {l : ι → ℝ} (hl : ∀ i, 0 < l i) :
    extrapolatedContact l = 1 / (Fintype.card ι : ℝ) ↔ ∀ i j, l i = l j := by
  have hS : 0 < totalMfp l := Finset.sum_pos (fun i _ => hl i) Finset.univ_nonempty
  have hN : (Fintype.card ι : ℝ) ≠ 0 := Nat.cast_ne_zero.mpr Fintype.card_ne_zero
  rw [← sub_eq_zero, contact_excess hl,
    Finset.sum_eq_zero_iff_of_nonneg (fun i _ => sq_nonneg _)]
  constructor
  · intro h i j
    have hi := pow_eq_zero_iff (two_ne_zero) |>.mp (h i (Finset.mem_univ i))
    have hj := pow_eq_zero_iff (two_ne_zero) |>.mp (h j (Finset.mem_univ j))
    have hij : l i / totalMfp l = l j / totalMfp l := by linarith
    exact (div_left_inj' hS.ne').mp hij
  · intro h i _
    have hSi : totalMfp l = (Fintype.card ι : ℝ) * l i := by
      unfold totalMfp
      rw [Finset.sum_congr rfl (fun j _ => h j i), Finset.sum_const, Finset.card_univ,
        nsmul_eq_mul]
    have hshare : l i / totalMfp l = 1 / (Fintype.card ι : ℝ) := by
      rw [div_eq_div_iff hS.ne' hN, hSi]
      ring
    rw [hshare, sub_self, zero_pow two_ne_zero]
```

Equality $C=1/N$ forces every square to vanish, so all shares, and hence all $l_i$, agree. Conversely, equal $l_i$ give $S=Nl_i$ and shares $1/N$.

```lean
/-- For positive mean free paths, the straight line through the resistances at two lengths
`0 ≤ L₁ < L₂`, continued to zero length, gives at least the contact resistance `1 / N`. -/
theorem two_length_extrapolation [Nonempty ι] {l : ι → ℝ} (hl : ∀ i, 0 < l i)
    {L₁ L₂ : ℝ} (h₁ : 0 ≤ L₁) (h₂ : L₁ < L₂) :
    1 / (Fintype.card ι : ℝ)
      ≤ resistance l L₁ - L₁ * ((resistance l L₂ - resistance l L₁) / (L₂ - L₁)) := by
  obtain ⟨hc, -, h0, -⟩ := ballistic_diffusive_crossover hl
  have hp : 0 < L₂ := lt_of_le_of_lt h₁ h₂
  have hd : 0 < L₂ - L₁ := sub_pos.mpr h₂
  -- `L₁` is a weighted mean of `0` and `L₂`
  have hab : (L₂ - L₁) / L₂ + L₁ / L₂ = 1 := by
    rw [← add_div, sub_add_cancel, div_self hp.ne']
  have h := hc.2 (Set.mem_Ici.mpr le_rfl) (Set.mem_Ici.mpr hp.le)
    (div_nonneg hd.le hp.le) (div_nonneg h₁ hp.le) hab
  simp only [smul_eq_mul, mul_zero, zero_add] at h
  rw [div_mul_cancel₀ _ hp.ne', div_mul_eq_mul_div, div_mul_eq_mul_div, ← add_div,
    div_le_iff₀ hp] at h
  have e : resistance l L₁ - L₁ * ((resistance l L₂ - resistance l L₁) / (L₂ - L₁))
      = (resistance l L₁ * L₂ - L₁ * resistance l L₂) / (L₂ - L₁) := by
    rw [eq_div_iff hd.ne', sub_mul, mul_assoc, div_mul_cancel₀ _ hd.ne']
    ring
  rw [← h0, e, le_div_iff₀ hd]
  linarith

end

end BallisticDiffusiveCrossover
```

Since $L_1$ is the weighted mean of $0$ and $L_2$ with weights $(L_2-L_1)/L_2$ and $L_1/L_2$, concavity, multiplied by $L_2$, gives

$$L_2R(L_1)\ge(L_2-L_1)R(0)+L_1R(L_2).$$

Rearranged, $\frac{L_2R(L_1)-L_1R(L_2)}{L_2-L_1}\ge R(0)=\frac1N$. The left side is the zero-length intercept of the line through the two points, as `e` states.

```lean
#print axioms BallisticDiffusiveCrossover.resistance_le_asymptote
-- 'BallisticDiffusiveCrossover.resistance_le_asymptote' depends on axioms: [propext, Classical.choice, Quot.sound]
#print axioms BallisticDiffusiveCrossover.contact_exact_iff
-- 'BallisticDiffusiveCrossover.contact_exact_iff' depends on axioms: [propext, Classical.choice, Quot.sound]
#print axioms BallisticDiffusiveCrossover.two_length_extrapolation
-- 'BallisticDiffusiveCrossover.two_length_extrapolation' depends on axioms: [propext, Classical.choice, Quot.sound]
```

## Two modes in numbers

In a transport simulation with finitely many independent modes of this kind, one can compute $R$ at two lengths and estimate the contact resistance by continuing the straight line through them to zero length. For mean free paths 1 and 3, $R(1)=0.8$ and $R(3)=4/3$. The line has slope $4/15$ and intercept $8/15\approx0.533$, while the ballistic value is $0.5$. The long-channel intercept is $C=10/16=0.625$, an overestimate of 25%.
